# A curvature bound on how far an aufbau density can lie above the global energy minimum

A self-consistent-field calculation can converge to a density that fills the lowest levels of its own Fock matrix and still miss the global energy minimum. Self-consistency alone does not say how much energy has been missed. For a quadratic mean-field energy in finitely many orbitals, a bound on the negative curvature of the interaction limits that error.

## Densities, Fock matrix and energy

The orbitals are real and orthonormal. They are labelled by a finite type `n`; in formulas, \(n\) is their number, `Fintype.card n` in Lean.

```lean
import Mathlib

open Matrix

namespace AufbauEnergyGap

noncomputable section

variable {n : Type*} [Fintype n] [DecidableEq n]
```

An admissible density is a real symmetric matrix \(D\) with \(0\le D\le 1\) and \(\operatorname{Tr}D=N\). Fractional occupations are allowed, and \(N\) may be any real number. An occupation of at most 1 means spin orbitals, or spatial orbitals of one spin.

```lean
/-- The ensemble density matrices: real symmetric `D` with `0 ≤ D ≤ 1` and trace `N`. -/
def densities (N : ℝ) : Set (Matrix n n ℝ) :=
  {D | D.PosSemidef ∧ (1 - D).PosSemidef ∧ D.trace = N}
```

The one-electron matrix is \(h\), and the linear map \(G\) gives the mean field of a density. The Fock matrix is \(F(D)=h+G(D)\).

```lean
/-- The Fock matrix `F(D) = h + G(D)`. -/
def fock (h : Matrix n n ℝ) (G : Matrix n n ℝ →ₗ[ℝ] Matrix n n ℝ) (D : Matrix n n ℝ) :
    Matrix n n ℝ := h + G D
```

The energy is \(E(D)=\operatorname{Tr}hD+\tfrac12\operatorname{Tr}G(D)D\). This form includes Hartree–Fock in a finite real basis, but not a general density functional, whose energy is not quadratic.

```lean
/-- The mean-field energy `E(D) = Tr hD + (1/2) Tr G(D)D`. -/
def energy (h : Matrix n n ℝ) (G : Matrix n n ℝ →ₗ[ℝ] Matrix n n ℝ) (D : Matrix n n ℝ) : ℝ :=
  (h * D).trace + 1 / 2 * (G D * D).trace
```

Two conditions are placed on \(G\), both for symmetric matrices only. The first is reciprocity: \(X\) acts on \(Y\) as \(Y\) acts on \(X\).

```lean
/-- `G` is self-adjoint on symmetric matrices: `Tr G(X)Y = Tr G(Y)X`. -/
def TraceSelfAdjoint (G : Matrix n n ℝ →ₗ[ℝ] Matrix n n ℝ) : Prop :=
  ∀ X Y : Matrix n n ℝ, X.IsSymm → Y.IsSymm → (G X * Y).trace = (G Y * X).trace
```

The second is \(\operatorname{Tr}G(X)X\ge -k\operatorname{Tr}X^2\), where \(\operatorname{Tr}X^2=\|X\|^2\) is the squared Frobenius norm. The constant \(k\), an energy, measures how strongly the interaction can favour a change of density. In Hartree–Fock the negative contribution comes from exchange. The value of \(k\) is assumed here, not derived from integrals.

```lean
/-- The negative curvature of the interaction is at most `k`: `Tr G(X)X ≥ -k Tr X²` for
symmetric `X`, where `Tr X²` is the squared Frobenius norm. -/
def CurvatureBound (G : Matrix n n ℝ →ₗ[ℝ] Matrix n n ℝ) (k : ℝ) : Prop :=
  ∀ X : Matrix n n ℝ, X.IsSymm → -k * (X * X).trace ≤ (G X * X).trace
```

An aufbau density minimizes \(\operatorname{Tr}F(D)Q\) over admissible \(Q\), with \(F(D)\) held fixed. Ties are allowed, so no gap between occupied and empty levels is required.

```lean
/-- `D` is an aufbau density: it minimizes `Tr F(D)Q` among all density matrices `Q`
of trace `N`, with its own Fock matrix held fixed. -/
def IsAufbau (h : Matrix n n ℝ) (G : Matrix n n ℝ →ₗ[ℝ] Matrix n n ℝ) (N : ℝ)
    (D : Matrix n n ℝ) : Prop :=
  D ∈ densities N ∧ ∀ Q ∈ densities N, (fock h G D * D).trace ≤ (fock h G D * Q).trace
```

## (a) Symmetry of a positive semidefinite matrix

**Task.** Show that a real positive semidefinite matrix \(A\) satisfies
\[
A^{T}=A .
\]

**Solution.** Positive semidefiniteness, as defined in Mathlib, includes \(A^\dagger=A\). For real entries, conjugation does nothing, so \(A^\dagger=A^T\). The Lean proof reads this off entry by entry.

```lean
omit [Fintype n] [DecidableEq n] in
/-- A real positive semidefinite matrix is symmetric. -/
lemma isSymm_of_posSemidef {A : Matrix n n ℝ} (hA : A.PosSemidef) : A.IsSymm :=
  Matrix.IsSymm.ext fun i j => by simpa using hA.isHermitian.apply i j
```

## (b) The trace of a product

**Task.** For real positive semidefinite \(A\) and \(B\), show that
\[
\operatorname{Tr}AB\ge 0 .
\]

**Solution.** Choose an orthogonal \(U\) with \(BU=U\operatorname{diag}(d)\), where all \(d_j\ge0\). Inserting \(UU^T=1\) and using cyclicity gives
\[
\operatorname{Tr}AB=\operatorname{Tr}U^TABU=\sum_j (U^TAU)_{jj}\,d_j .
\]
The matrix \(U^TAU\) is positive semidefinite, so its diagonal entries are nonnegative, and so is every term.

In the code, `hU` is orthogonality, `hBU` is the eigenvalue equation and `key` is the displayed sum.

```lean
/-- The trace of a product of two positive semidefinite matrices is nonnegative. -/
theorem trace_mul_nonneg {A B : Matrix n n ℝ} (hA : A.PosSemidef) (hB : B.PosSemidef) :
    0 ≤ (A * B).trace := by
  -- diagonalize `B` by an orthogonal matrix `U`
  let U : Matrix n n ℝ := hB.isHermitian.eigenvectorUnitary
  let d : n → ℝ := hB.isHermitian.eigenvalues
  have hU : U * Uᴴ = 1 :=
    Matrix.mem_unitaryGroup_iff.mp hB.isHermitian.eigenvectorUnitary.2
  have hBU : B * U = U * diagonal d := by
    ext i j
    have hj := congrFun (hB.isHermitian.mulVec_eigenvectorBasis j) i
    rw [Matrix.mul_diagonal, Matrix.mul_apply]
    simpa [Matrix.mulVec, dotProduct, U, d, Matrix.IsHermitian.eigenvectorUnitary_apply,
      mul_comm] using hj
  have key : (A * B).trace = ∑ j, (Uᴴ * A * U) j j * d j := by
    calc (A * B).trace = (A * B * (U * Uᴴ)).trace := by rw [hU, mul_one]
      _ = (A * (B * U) * Uᴴ).trace := by simp only [mul_assoc]
      _ = (Uᴴ * (A * (U * diagonal d))).trace := by rw [hBU, Matrix.trace_mul_comm]
      _ = (Uᴴ * A * U * diagonal d).trace := by simp only [mul_assoc]
      _ = ∑ j, (Uᴴ * A * U) j j * d j := by
        simp only [Matrix.trace, Matrix.diag_apply, Matrix.mul_diagonal]
  rw [key]
  exact Finset.sum_nonneg fun j _ =>
    mul_nonneg (hA.conjTranspose_mul_mul_same U).diag_nonneg (hB.eigenvalues_nonneg j)
```

## (c) The distance between two densities

**Task.** For admissible \(D\) and \(Q\) with the same \(N\), show that
\[
\operatorname{Tr}(Q-D)^2\le 2\min(N,\,n-N).
\]

**Solution.** Part (b) applied to \(D\) and \(1-D\) gives \(\operatorname{Tr}D^2\le N\), and likewise \(\operatorname{Tr}Q^2\le N\). Hence
\[
\operatorname{Tr}(Q-D)^2=\operatorname{Tr}Q^2+\operatorname{Tr}D^2-2\operatorname{Tr}DQ\le 2N-2\operatorname{Tr}DQ .
\]
Since \(\operatorname{Tr}DQ\ge0\), the right side is at most \(2N\). The empty parts also overlap nonnegatively:
\[
0\le\operatorname{Tr}(1-D)(1-Q)=n-2N+\operatorname{Tr}DQ .
\]
So \(\operatorname{Tr}DQ\ge 2N-n\), and the right side is at most \(2(n-N)\).

The four trace inequalities are `h1` to `h4`. After `simp only` expands the products, `rcases` separates the two values of the minimum and `linarith` combines the inequalities.

```lean
/-- Two density matrices of trace `N` in `n` orbitals have squared Frobenius distance at most
`2 min(N, n - N)`. -/
theorem distance_bound {N : ℝ} {D Q : Matrix n n ℝ} (hD : D ∈ densities N)
    (hQ : Q ∈ densities N) :
    ((Q - D) * (Q - D)).trace ≤ 2 * min N (Fintype.card n - N) := by
  obtain ⟨hD0, hD1, hDN⟩ := hD
  obtain ⟨hQ0, hQ1, hQN⟩ := hQ
  have h1 := trace_mul_nonneg hD0 hD1
  have h2 := trace_mul_nonneg hQ0 hQ1
  -- overlap of the occupied parts, and of the empty parts
  have h3 := trace_mul_nonneg hD0 hQ0
  have h4 := trace_mul_nonneg hD1 hQ1
  have hc := Matrix.trace_mul_comm Q D
  simp only [mul_sub, sub_mul, mul_one, one_mul, Matrix.trace_sub, Matrix.trace_one,
    hDN, hQN] at h1 h2 h4 ⊢
  rcases min_choice N ((Fintype.card n : ℝ) - N) with h | h <;> rw [h] <;> linarith
```

## (d) The energy about a reference density

**Task.** For self-adjoint \(G\) and symmetric \(D,Q\), show that
\[
E(Q)=E(D)+\operatorname{Tr}F(D)(Q-D)+\tfrac12\operatorname{Tr}G(Q-D)(Q-D).
\]

**Solution.** Put \(X=Q-D\). By linearity,
\[
\begin{aligned}
E(D+X)={}&E(D)+\operatorname{Tr}hX+\tfrac12\operatorname{Tr}G(D)X\\
&+\tfrac12\operatorname{Tr}G(X)D+\tfrac12\operatorname{Tr}G(X)X .
\end{aligned}
\]
Self-adjointness makes the two mixed terms equal. Together they give \(\operatorname{Tr}G(D)X\), which joins \(\operatorname{Tr}hX\) to form \(\operatorname{Tr}F(D)X\).

Lean expands everything in \(D\) and \(Q\), then uses self-adjointness once, as `hs`, in `linear_combination`.

```lean
omit [DecidableEq n] in
/-- For self-adjoint `G` and symmetric `D` and `Q`, the energy of `Q` is that of `D` plus the linear
term `Tr F(D)(Q - D)` and the quadratic term `(1/2) Tr G(Q - D)(Q - D)`. -/
theorem energy_expansion {h : Matrix n n ℝ} {G : Matrix n n ℝ →ₗ[ℝ] Matrix n n ℝ}
    (hG : TraceSelfAdjoint G) {D Q : Matrix n n ℝ} (hD : D.IsSymm) (hQ : Q.IsSymm) :
    energy h G Q = energy h G D + (fock h G D * (Q - D)).trace
      + 1 / 2 * (G (Q - D) * (Q - D)).trace := by
  have hs := hG D Q hD hQ
  simp only [energy, fock, map_sub, mul_sub, sub_mul, add_mul, Matrix.trace_add,
    Matrix.trace_sub]
  linear_combination (-1 / 2) * hs
```

## (e) The gap in terms of electrons and holes

**Task.** Let \(D\) be aufbau, \(G\) self-adjoint and its curvature bounded with \(k\ge0\). Show that every admissible \(Q\) satisfies
\[
E(D)\le E(Q)+k\min(N,\,n-N).
\]

**Solution.** In (d), the linear term is nonnegative because \(D\) is aufbau. The curvature bound and (c) control the quadratic term:
\[
E(Q)\ge E(D)-\tfrac{k}{2}\operatorname{Tr}(Q-D)^2\ge E(D)-k\min(N,\,n-N).
\]
As \(Q\) is arbitrary, this includes a global minimizer.

The proof has the same ingredients: `hexp` is the expansion, `hlin` the aufbau inequality, `hquad` the curvature bound, and `hdist` the distance bound multiplied by \(k\). Part (a) supplies the symmetry that the expansion needs.

```lean
/-- If `G` is self-adjoint with negative curvature at most `k ≥ 0`, the energy of an aufbau
density lies at most `k min(N, n - N)` above that of any density matrix of trace `N`. -/
theorem aufbau_gap {h : Matrix n n ℝ} {G : Matrix n n ℝ →ₗ[ℝ] Matrix n n ℝ} {N k : ℝ}
    (hG : TraceSelfAdjoint G) (hk : 0 ≤ k) (hc : CurvatureBound G k)
    {D Q : Matrix n n ℝ} (hD : IsAufbau h G N D) (hQ : Q ∈ densities N) :
    energy h G D ≤ energy h G Q + k * min N (Fintype.card n - N) := by
  have sD := isSymm_of_posSemidef hD.1.1
  have sQ := isSymm_of_posSemidef hQ.1
  have hexp := energy_expansion (h := h) hG sD sQ
  -- the linear term is nonnegative by the aufbau property
  have hlin := hD.2 Q hQ
  rw [mul_sub, Matrix.trace_sub] at hexp
  have hquad := hc (Q - D) (sQ.sub sD)
  have hdist := mul_le_mul_of_nonneg_left (distance_bound hD.1 hQ) hk
  linarith
```

**A numerical instance.** Take two orbitals, \(N=1\), \(h=\operatorname{diag}(0,\,0.1)\) and \(G(X)=-0.4X\), so \(k=0.4\). For \(D=\operatorname{diag}(0,1)\),
\[
F(D)=\operatorname{diag}(0,\,-0.3),\qquad E(D)=0.1-0.2=-0.1 .
\]
The occupied level is the lower one, so \(D\) is aufbau. Yet \(Q=\operatorname{diag}(1,0)\) has \(E(Q)=-0.2\). This is the global minimum, because \(\operatorname{Tr}hQ'\ge0\) and \(\operatorname{Tr}Q'^2\le1\) for every admissible \(Q'\). The actual gap is \(0.1\), and the bound allows \(0.4\). In the expansion, the linear term is \(+0.3\) and the quadratic term \(-0.4\). The interaction is a model one: in Hartree–Fock a single electron has no net interaction with itself.

## (f) The gap in terms of electrons alone

**Task.** Under the same assumptions, show that
\[
E(D)\le E(Q)+kN .
\]

**Solution.** Use \(\min(N,n-N)\le N\) and \(k\ge0\) in (e). For \(k>0\), the bound in (e) is the smaller one when \(N>n/2\).

```lean
/-- If `G` is self-adjoint with negative curvature at most `k ≥ 0`, the energy of an aufbau
density lies at most `kN` above that of any density matrix of trace `N`. -/
theorem aufbau_gap_electrons {h : Matrix n n ℝ} {G : Matrix n n ℝ →ₗ[ℝ] Matrix n n ℝ}
    {N k : ℝ} (hG : TraceSelfAdjoint G) (hk : 0 ≤ k) (hc : CurvatureBound G k)
    {D Q : Matrix n n ℝ} (hD : IsAufbau h G N D) (hQ : Q ∈ densities N) :
    energy h G D ≤ energy h G Q + k * N := by
  have h1 := aufbau_gap hG hk hc hD hQ
  have h2 := mul_le_mul_of_nonneg_left (min_le_left N ((Fintype.card n : ℝ) - N)) hk
  linarith
```

## (g) Interactions without negative curvature

**Task.** Suppose that \(G\) is self-adjoint and \(\operatorname{Tr}G(X)X\ge0\) for symmetric \(X\). Show that an aufbau \(D\) satisfies, for every admissible \(Q\),
\[
E(D)\le E(Q).
\]

**Solution.** Set \(k=0\) in (e). Classical Coulomb repulsion without exchange has this property, so in that model an aufbau density is a global minimizer.

```lean
/-- If `G` is self-adjoint and `Tr G(X)X ≥ 0` for symmetric `X`, an aufbau density minimizes the
energy among all density matrices of trace `N`. -/
theorem aufbau_minimizes {h : Matrix n n ℝ} {G : Matrix n n ℝ →ₗ[ℝ] Matrix n n ℝ}
    {N : ℝ} (hG : TraceSelfAdjoint G) (hc : CurvatureBound G 0)
    {D Q : Matrix n n ℝ} (hD : IsAufbau h G N D) (hQ : Q ∈ densities N) :
    energy h G D ≤ energy h G Q := by
  simpa using aufbau_gap hG le_rfl hc hD hQ
```

## (h) Two shells that attain the bound

**Task.** Take two shells of \(N\) orbitals each, with projectors \(P_1\) and \(P_2\). Let \(G(X)=-kX\) and \(h=kP_1\). Show that \(P_1\) is aufbau, that \(P_2\) is admissible, and that
\[
E(P_1)=E(P_2)+kN .
\]

**Solution.** The projectors are positive semidefinite, have trace \(N\) and add to 1, so both are admissible. The map \(G\) is self-adjoint and meets the curvature bound with equality. The Fock matrix vanishes, \(F(P_1)=kP_1-kP_1=0\), so every admissible density ties and \(P_1\) is aufbau. Finally,
\[
E(P_1)=kN-\tfrac12kN=\tfrac12kN,\qquad E(P_2)=-\tfrac12kN .
\]
For \(k\ge0\) this attains (e) and (f), since \(n-N=N\). The interaction is a model one, not the Coulomb interaction, and the aufbau filling is fully degenerate.

The projectors are block matrices.

```lean
/-- The projector on the first of two shells of `N` orbitals each. -/
def shellOne (N : ℕ) : Matrix (Fin N ⊕ Fin N) (Fin N ⊕ Fin N) ℝ := fromBlocks 1 0 0 0

/-- The projector on the second of two shells of `N` orbitals each. -/
def shellTwo (N : ℕ) : Matrix (Fin N ⊕ Fin N) (Fin N ⊕ Fin N) ℝ := fromBlocks 0 0 0 1
```

In the proof, `hF` is the vanishing Fock matrix, and `refine` splits the statement into its separate claims. The last of these is the energy difference, computed from the block products and traces.

```lean
/-- For `k ≥ 0` the bound `kN` is attained for every `N`: with `G(X) = -kX` and `h` equal to `k`
times the first-shell projector, filling the first shell is aufbau and lies `kN` above filling the
second. -/
theorem aufbau_gap_sharp (N : ℕ) (k : ℝ) :
    let G : Matrix (Fin N ⊕ Fin N) (Fin N ⊕ Fin N) ℝ →ₗ[ℝ] _ := (-k) • LinearMap.id
    let h := k • shellOne N
    TraceSelfAdjoint G ∧ CurvatureBound G k ∧ IsAufbau h G N (shellOne N) ∧
      shellTwo N ∈ densities (N : ℝ) ∧
      energy h G (shellOne N) = energy h G (shellTwo N) + k * N := by
  intro G h
  have p1 : (shellOne N).PosSemidef := by
    have e : (shellOne N)ᴴ * shellOne N = shellOne N := by
      simp [shellOne, fromBlocks_transpose, fromBlocks_multiply]
    exact e ▸ posSemidef_conjTranspose_mul_self (shellOne N)
  have p2 : (shellTwo N).PosSemidef := by
    have e : (shellTwo N)ᴴ * shellTwo N = shellTwo N := by
      simp [shellTwo, fromBlocks_transpose, fromBlocks_multiply]
    exact e ▸ posSemidef_conjTranspose_mul_self (shellTwo N)
  have hsum : shellOne N + shellTwo N = 1 := by
    simp [shellOne, shellTwo, fromBlocks_add, fromBlocks_one]
  have s1 : 1 - shellOne N = shellTwo N := by rw [← hsum, add_sub_cancel_left]
  have s2 : 1 - shellTwo N = shellOne N := by rw [← hsum, add_sub_cancel_right]
  have t1 : (shellOne N).trace = N := by
    simp [shellOne, Matrix.trace, Fintype.sum_sum_type]
  have t2 : (shellTwo N).trace = N := by
    simp [shellTwo, Matrix.trace, Fintype.sum_sum_type]
  have m11 : shellOne N * shellOne N = shellOne N := by simp [shellOne, fromBlocks_multiply]
  have m22 : shellTwo N * shellTwo N = shellTwo N := by simp [shellTwo, fromBlocks_multiply]
  have m12 : shellOne N * shellTwo N = 0 := by
    simp [shellOne, shellTwo, fromBlocks_multiply]
  have hGX : ∀ X, G X = (-k) • X := fun X => rfl
  -- the Fock matrix of the filled first shell vanishes
  have hF : fock h G (shellOne N) = 0 := by
    rw [fock, hGX]
    module
  refine ⟨fun X Y _ _ => ?_, fun X _ => ?_, ⟨⟨p1, s1 ▸ p2, t1⟩, fun Q _ => ?_⟩,
    ⟨p2, s2 ▸ p1, t2⟩, ?_⟩
  · rw [hGX, hGX, Matrix.smul_mul, Matrix.smul_mul, Matrix.trace_smul, Matrix.trace_smul,
      Matrix.trace_mul_comm]
  · rw [hGX, Matrix.smul_mul, Matrix.trace_smul, smul_eq_mul]
  · rw [hF, zero_mul, zero_mul]
  · simp only [energy, hGX, h, Matrix.smul_mul, Matrix.trace_smul, m11, m22, m12, t1, t2,
      Matrix.trace_zero, smul_eq_mul]
    ring

end

end AufbauEnergyGap
```

```lean
#print axioms AufbauEnergyGap.aufbau_gap_electrons
#print axioms AufbauEnergyGap.aufbau_minimizes
#print axioms AufbauEnergyGap.aufbau_gap_sharp
```

```
'AufbauEnergyGap.aufbau_gap_electrons' depends on axioms: [propext, Classical.choice, Quot.sound]
'AufbauEnergyGap.aufbau_minimizes' depends on axioms: [propext, Classical.choice, Quot.sound]
'AufbauEnergyGap.aufbau_gap_sharp' depends on axioms: [propext, Classical.choice, Quot.sound]
```

## The slope in an optimal-damping step

Let \(D\) be admissible, \(N\) an integer, \(G\) self-adjoint and \(F(D)\) symmetric, as in Hartree–Fock. An optimal-damping step diagonalizes \(F(D)\) and fills the \(N\) lowest orbitals. The resulting \(Q_*\) minimizes \(\operatorname{Tr}F(D)Q\). With
\[
s=\operatorname{Tr}F(D)(Q_*-D)\le0,\qquad c=\operatorname{Tr}G(Q_*-D)(Q_*-D),
\]
part (d) gives the energy along the segment:
\[
E(D+t(Q_*-D))=E(D)+st+\tfrac12ct^2,\qquad 0\le t\le1 .
\]
If \(s<0\), the step takes \(t=-s/c\) when \(c>-s\), and \(t=1\) otherwise. If \(s=0\), then \(D\) is aufbau and (e) limits its energy above the global minimum, provided that a value of \(k\) is known for the finite-basis model. A run stopped at a small negative \(s\) adds \(|s|\) to that limit, by the argument of (e) with the linear term bounded below by \(s\). The statements of this section are argued by hand only.

The limit is a worst case and can be far above the actual error. In Hartree–Fock with spin orbitals, \(k\) is at least the Coulomb repulsion between two electrons in the same spatial orbital, for every normalized orbital in the basis. To see this, take the symmetric \(X\) that couples the two spin states of that orbital. Its classical Coulomb term vanishes, and its exchange term is minus that repulsion times \(\operatorname{Tr}X^2\).
